# Chebyshev moments of a finite spectrum with positive weights are bounded exactly when every level lies in [-1, 1]

## A spectrum that must fit a window

The kernel polynomial method expands a density of states in Chebyshev polynomials, which are suited to the interval $[-1,1]$. A Hamiltonian with levels $E_k$ is therefore first shifted and scaled, $e_k=(E_k-b)/a$, with a centre $b$ and a half-width $a>0$ taken from an estimate of the band edges. If the estimate is too narrow, some $e_k$ falls outside $[-1,1]$. The method does not compute the individual levels, so the question is whether the moments reveal the error.

Let finitely many levels $e_k$ carry weights $w_k$. The moments are

$$\mu_n=\sum_k w_k\,T_n(e_k),$$

where $T_0(x)=1$, $T_1(x)=x$ and $T_{n+2}(x)=2x\,T_{n+1}(x)-T_n(x)$. For the total density of states of $N$ levels, counted with their degeneracy and normalised to one, $w_k=1/N$. For a local density of states seen from a state $\phi$, $w_k=|\langle k|\phi\rangle|^2$ where the eigenstates $|k\rangle$, one for each listed $e_k$, form an orthonormal basis, and strict positivity means that $\phi$ overlaps with every eigenstate in the list.

## The criterion and its Lean form

For $w_k>0$, the sequence $\mu_n$ is bounded if and only if every $e_k$ lies in $[-1,1]$. This is `chebMoment_bounded_iff`. Its left side, `∃ C, ∀ n, |chebMoment w e n| ≤ C`, asks for one constant that serves all orders. Its right side places each level in the closed interval `Set.Icc (-1 : ℝ) 1`, so levels at the edges are allowed.

The levels and weights are functions `e` and `w` from a finite index type `ι` to the real numbers. Degenerate levels may be listed separately, and the weights need not sum to one. The function `chebT` is the recursion above, evaluated at a real number. No operator appears: the $e_k$ stand for the eigenvalues of a finite Hermitian matrix. The moments are exact, without rounding or stochastic trace estimates, and continuous spectra are not covered.

In the original energies, `rescaled_bounded_iff` says that the moments are bounded exactly when all $E_k$ lie in $[b-a,b+a]$.

## Levels inside the window

Put $x=\cos\theta$. Then $T_n(\cos\theta)=\cos(n\theta)$ holds for $n=0,1$, and the recursion carries it on:

$$2\cos\theta\cos((n+1)\theta)-\cos(n\theta)=\cos((n+2)\theta).$$

Hence $|T_n(x)|\le1$ for $|x|\le1$. If all levels lie in the window,

$$|\mu_n|\le\sum_k w_k|T_n(e_k)|\le\sum_k w_k=\mu_0 .$$

Read backwards, a single moment with $|\mu_n|>\mu_0$ already shows that some level lies outside the window.

## A level outside the window

Levels above $1$ and below $-1$ can cancel in odd moments, so we use even orders. Write $y=2x^2-1$. Three steps of the recursion give

$$\begin{aligned}
T_{2n+4}(x)&=2x\,T_{2n+3}(x)-T_{2n+2}(x)\\
&=4x^2T_{2n+2}(x)-2x\,T_{2n+1}(x)-T_{2n+2}(x)\\
&=2y\,T_{2n+2}(x)-T_{2n}(x),
\end{aligned}$$

where the last line uses $2x\,T_{2n+1}(x)=T_{2n+2}(x)+T_{2n}(x)$. This is the recursion for $T_n(y)$, and the first two values agree, so $T_{2n}(x)=T_n(2x^2-1)$.

For $y\ge1$ we show by induction that

$$T_n(y)\ge y^n\quad\text{and}\quad T_{n+1}(y)\ge y\,T_n(y).$$

Both hold at $n=0$. If they hold at $n$, then $T_{n+1}(y)\ge y\,T_n(y)\ge y^{n+1}$. Moreover $T_n(y)\le y\,T_n(y)\le T_{n+1}(y)\le y\,T_{n+1}(y)$, so

$$T_{n+2}(y)=2y\,T_{n+1}(y)-T_n(y)\ge y\,T_{n+1}(y).$$

It follows that $T_{2n}(x)\ge-1$ for every real $x$: inside the window by the cosine formula, and for $|x|\ge1$ because then $y\ge1$ and $T_{2n}(x)\ge y^n\ge1$. In

$$\mu_{2n}+\mu_0=\sum_j w_j\bigl(T_{2n}(e_j)+1\bigr)$$

no term is negative. Keeping only a level $k$ with $|e_k|\ge1$ gives

$$w_k(2e_k^2-1)^n\le\mu_{2n}+\mu_0 .$$

If $|e_k|>1$, the base exceeds $1$, the left side grows without limit, and the moments are unbounded.

The bound is simple but far from sharp. For $1000$ equally weighted levels, one of them at $1.01$ and the rest inside the window, it forces $\mu_{2n}>\mu_0$ once $1.0402^n>2000$, that is, from order $2n=386$ on. The exact value $T_m(x)=\cosh(m\,\mathrm{arcosh}\,x)$ for $x\ge1$ grows faster, and with it the same argument gives $\mu_{2n}>\mu_0$ from order $60$ on. At order $20$ the outlying level still contributes less than $0.01\,\mu_0$ to the moment, so a short run of harmless moments does not certify the window.

## Cancellation and invisible levels

Since $T_n(-x)=(-1)^nT_n(x)$, two levels $\pm x$ of equal weight have $\mu_{2n+1}=0$ for all $n$. If $x>1$, the full sequence is still unbounded by the criterion. Odd moments alone can therefore miss a bad rescaling.

Strict positivity of the weights matters too. Take two levels $0$ and $2$ with weights $1$ and $0$: then $\mu_n=T_n(0)$, so the sequence is bounded, yet the level $2$ lies outside the window. Physically, a starting state orthogonal to all eigenstates of a level, for instance by symmetry, does not see that level.

## The complete file

```lean
import Mathlib

namespace ChebyshevRescaling

noncomputable section

/-- The Chebyshev polynomials of the first kind, generated by the three-term recursion
of the kernel polynomial method. -/
def chebT : ℕ → ℝ → ℝ
  | 0, _ => 1
  | 1, x => x
  | n + 2, x => 2 * x * chebT (n + 1) x - chebT n x

/-- The `n`-th Chebyshev moment of the spectral density with levels `e k` and weights `w k`. -/
def chebMoment {ι : Type*} [Fintype ι] (w e : ι → ℝ) (n : ℕ) : ℝ :=
  ∑ k, w k * chebT n (e k)

/-- At the energy `cos θ` the Chebyshev polynomial of order `n` equals `cos (n θ)`. -/
theorem chebT_cos (n : ℕ) (θ : ℝ) : chebT n (Real.cos θ) = Real.cos (n * θ) := by
  induction n using Nat.twoStepInduction with
  | zero => simp [chebT]
  | one => simp [chebT]
  | more n ih1 ih2 =>
    have e1 : ((n + 2 : ℕ) : ℝ) * θ = ((n + 1 : ℕ) : ℝ) * θ + θ := by push_cast; ring
    have e2 : (n : ℝ) * θ = ((n + 1 : ℕ) : ℝ) * θ - θ := by push_cast; ring
    have h : chebT (n + 2) (Real.cos θ)
        = 2 * Real.cos θ * chebT (n + 1) (Real.cos θ) - chebT n (Real.cos θ) := rfl
    rw [h, ih1, ih2, e1, e2, Real.cos_add, Real.cos_sub]
    ring

/-- On the interval `[-1, 1]` every Chebyshev polynomial is at most one in modulus. -/
theorem abs_chebT_le_one (n : ℕ) {x : ℝ} (hx : |x| ≤ 1) : |chebT n x| ≤ 1 := by
  have h := chebT_cos n (Real.arccos x)
  rw [Real.cos_arccos (abs_le.1 hx).1 (abs_le.1 hx).2] at h
  rw [h]
  exact Real.abs_cos_le_one _

/-- Reflecting the energy multiplies the polynomial of order `n` by `(-1) ^ n`. -/
theorem chebT_neg (n : ℕ) (x : ℝ) : chebT n (-x) = (-1) ^ n * chebT n x := by
  induction n using Nat.twoStepInduction with
  | zero => simp [chebT]
  | one => simp [chebT]
  | more n ih1 ih2 =>
    have a : chebT (n + 2) (-x) = 2 * (-x) * chebT (n + 1) (-x) - chebT n (-x) := rfl
    have b : chebT (n + 2) x = 2 * x * chebT (n + 1) x - chebT n x := rfl
    rw [a, b, ih1, ih2]
    ring

/-- The polynomial of even order `2 n` at `x` is the polynomial of order `n`
at `2 x ^ 2 - 1`. -/
theorem chebT_two_mul (n : ℕ) (x : ℝ) : chebT (2 * n) x = chebT n (2 * x ^ 2 - 1) := by
  have step : ∀ (m : ℕ) (y : ℝ),
      chebT (m + 2) y = 2 * y * chebT (m + 1) y - chebT m y := fun _ _ => rfl
  induction n using Nat.twoStepInduction with
  | zero => simp [chebT]
  | one =>
    simp only [chebT]
    ring
  | more n ih1 ih2 =>
    -- three steps of the recursion in `x` make one step in `2 x ^ 2 - 1`
    have a : chebT (2 * (n + 2)) x
        = 2 * x * chebT (2 * n + 3) x - chebT (2 * (n + 1)) x := step (2 * n + 2) x
    have b : chebT (2 * n + 3) x
        = 2 * x * chebT (2 * (n + 1)) x - chebT (2 * n + 1) x := step (2 * n + 1) x
    have c : chebT (2 * (n + 1)) x
        = 2 * x * chebT (2 * n + 1) x - chebT (2 * n) x := step (2 * n) x
    have d := step n (2 * x ^ 2 - 1)
    rw [← ih1, ← ih2] at d
    linear_combination a + 2 * x * b + c - d

/-- For `1 ≤ y` the Chebyshev polynomial of order `n` at `y` is at least `y ^ n`. -/
theorem pow_le_chebT {y : ℝ} (hy : 1 ≤ y) (n : ℕ) : y ^ n ≤ chebT n y := by
  -- carry along that each recursion step gains at least a factor `y`
  have key : y ^ n ≤ chebT n y ∧ y * chebT n y ≤ chebT (n + 1) y := by
    induction n with
    | zero => simp [chebT]
    | succ n ih =>
      obtain ⟨h1, h2⟩ := ih
      have h0 : 1 ≤ chebT n y := (one_le_pow₀ hy).trans h1
      have h3 : chebT n y ≤ y * chebT n y := by nlinarith
      have h4 : chebT (n + 1) y ≤ y * chebT (n + 1) y := by nlinarith
      have h5 : chebT (n + 1 + 1) y = 2 * y * chebT (n + 1) y - chebT n y := rfl
      constructor
      · have h6 : y * y ^ n ≤ y * chebT n y :=
          mul_le_mul_of_nonneg_left h1 (by linarith)
        rw [pow_succ]
        linarith
      · rw [h5]
        linarith
  exact key.1

/-- For nonnegative weights, if all levels lie in `[-1, 1]`, no Chebyshev moment exceeds the zeroth
one in modulus. -/
theorem abs_chebMoment_le {ι : Type*} [Fintype ι] {w e : ι → ℝ} (hw : ∀ k, 0 ≤ w k)
    (he : ∀ k, e k ∈ Set.Icc (-1 : ℝ) 1) (n : ℕ) :
    |chebMoment w e n| ≤ chebMoment w e 0 := by
  unfold chebMoment
  refine (Finset.abs_sum_le_sum_abs _ _).trans (Finset.sum_le_sum fun k _ => ?_)
  rw [abs_mul, abs_of_nonneg (hw k)]
  exact mul_le_mul_of_nonneg_left (abs_chebT_le_one n (abs_le.2 (he k))) (hw k)

/-- For nonnegative weights and a level `e k` with `1 ≤ |e k|`, the moment of order `2 n` plus the
zeroth moment is at least `w k * (2 * e k ^ 2 - 1) ^ n`. -/
theorem weight_mul_pow_le {ι : Type*} [Fintype ι] {w e : ι → ℝ} (hw : ∀ k, 0 ≤ w k)
    {k : ι} (hk : 1 ≤ |e k|) (n : ℕ) :
    w k * (2 * e k ^ 2 - 1) ^ n ≤ chebMoment w e (2 * n) + chebMoment w e 0 := by
  have edge : ∀ x : ℝ, 1 ≤ |x| → 1 ≤ 2 * x ^ 2 - 1 := fun x hx => by
    nlinarith [sq_abs x]
  -- even polynomials never drop below `-1`, so other levels cannot cancel the growth
  have hT : ∀ x : ℝ, 0 ≤ chebT (2 * n) x + 1 := by
    intro x
    rcases le_total |x| 1 with h | h
    · linarith [(abs_le.1 (abs_chebT_le_one (2 * n) h)).1]
    · have h1 := pow_le_chebT (edge x h) n
      have h2 : 1 ≤ (2 * x ^ 2 - 1) ^ n := one_le_pow₀ (edge x h)
      rw [chebT_two_mul]
      linarith
  have hsum : chebMoment w e (2 * n) + chebMoment w e 0
      = ∑ j, w j * (chebT (2 * n) (e j) + 1) := by
    unfold chebMoment
    rw [← Finset.sum_add_distrib]
    refine Finset.sum_congr rfl fun j _ => ?_
    have h0 : chebT 0 (e j) = 1 := rfl
    rw [h0]
    ring
  have hgrow : (2 * e k ^ 2 - 1) ^ n ≤ chebT (2 * n) (e k) + 1 := by
    rw [chebT_two_mul]
    linarith [pow_le_chebT (edge (e k) hk) n]
  rw [hsum]
  exact (mul_le_mul_of_nonneg_left hgrow (hw k)).trans
    (Finset.single_le_sum (f := fun j => w j * (chebT (2 * n) (e j) + 1))
      (fun j _ => mul_nonneg (hw j) (hT (e j))) (Finset.mem_univ k))

/-- Rescaling criterion: for strictly positive weights the Chebyshev moments are bounded
if and only if every level lies in `[-1, 1]`. -/
theorem chebMoment_bounded_iff {ι : Type*} [Fintype ι] {w e : ι → ℝ} (hw : ∀ k, 0 < w k) :
    (∃ C, ∀ n, |chebMoment w e n| ≤ C) ↔ ∀ k, e k ∈ Set.Icc (-1 : ℝ) 1 := by
  constructor
  · rintro ⟨C, hC⟩ k
    by_contra hk
    have hk1 : 1 < |e k| := by
      by_contra h
      exact hk (abs_le.1 (not_lt.1 h))
    have hy : 1 < 2 * e k ^ 2 - 1 := by nlinarith [sq_abs (e k)]
    -- the geometric lower bound eventually overtakes any constant
    obtain ⟨n, hn⟩ := pow_unbounded_of_one_lt ((C + chebMoment w e 0) / w k) hy
    rw [div_lt_iff₀ (hw k)] at hn
    have h1 := weight_mul_pow_le (fun j => (hw j).le) hk1.le n
    have h2 := (abs_le.1 (hC (2 * n))).2
    linarith
  · intro he
    exact ⟨chebMoment w e 0, abs_chebMoment_le (fun k => (hw k).le) he⟩

/-- For strictly positive weights and energies `E k` rescaled with centre `b` and half-width `a >
0`, the moments are bounded if and only if the window `[b - a, b + a]` contains every level. -/
theorem rescaled_bounded_iff {ι : Type*} [Fintype ι] {w : ι → ℝ} (hw : ∀ k, 0 < w k)
    (E : ι → ℝ) {a : ℝ} (ha : 0 < a) (b : ℝ) :
    (∃ C, ∀ n, |chebMoment w (fun k => (E k - b) / a) n| ≤ C) ↔
      ∀ k, E k ∈ Set.Icc (b - a) (b + a) := by
  rw [chebMoment_bounded_iff hw]
  refine forall_congr' fun k => ?_
  rw [Set.mem_Icc, Set.mem_Icc, le_div_iff₀ ha, div_le_iff₀ ha]
  constructor <;> rintro ⟨h1, h2⟩ <;> constructor <;> linarith

/-- Two levels `x` and `-x`, each of weight one, with `x > 1` have vanishing odd moments, although
their full moment sequence is unbounded. -/
theorem odd_moments_insufficient {x : ℝ} (hx : 1 < x) :
    (∀ n, chebMoment ![1, 1] ![x, -x] (2 * n + 1) = 0) ∧
      ¬ ∃ C, ∀ n, |chebMoment ![1, 1] ![x, -x] n| ≤ C := by
  constructor
  · intro n
    have h := chebT_neg (2 * n + 1) x
    rw [Odd.neg_one_pow ⟨n, rfl⟩] at h
    simp [chebMoment, Fin.sum_univ_two, h]
  · intro hb
    have hw : ∀ k : Fin 2, (0 : ℝ) < ![1, 1] k := by
      intro k
      fin_cases k <;> simp
    have h : x ≤ 1 := ((chebMoment_bounded_iff hw).1 hb 0).2
    linarith

end

end ChebyshevRescaling
```

```lean
#print axioms ChebyshevRescaling.chebMoment_bounded_iff
#print axioms ChebyshevRescaling.rescaled_bounded_iff
#print axioms ChebyshevRescaling.odd_moments_insufficient
```

```
'ChebyshevRescaling.chebMoment_bounded_iff' depends on axioms: [propext, Classical.choice, Quot.sound]
'ChebyshevRescaling.rescaled_bounded_iff' depends on axioms: [propext, Classical.choice, Quot.sound]
'ChebyshevRescaling.odd_moments_insufficient' depends on axioms: [propext, Classical.choice, Quot.sound]
```

## How the lemmas follow the derivation

`chebT_cos` proves the cosine formula with `Nat.twoStepInduction`, which supplies the statement at $n$ and $n+1$ when proving it at $n+2$, as a three-term recursion requires. The angles $(n+2)\theta$ and $n\theta$ are rewritten as $(n+1)\theta\pm\theta$, and the addition formulas finish the step. `abs_chebT_le_one` applies this at $\theta=\arccos x$, and `abs_chebMoment_le` adds the triangle inequality.

The same induction gives the reflection rule `chebT_neg` and the doubling rule `chebT_two_mul`. In the latter, `a`, `b` and `c` are the three recursion steps in $x$, and `d` is the single step in $2x^2-1$. The line `linear_combination a + 2 * x * b + c - d` states the elimination done above by hand: add the equations with these coefficients, and the goal follows by algebra.

`pow_le_chebT` proves the pair of inequalities together under the name `key` and returns the first. The second is needed only to keep the induction going.

`weight_mul_pow_le` assembles the lower bound. Its `hT` is the statement $T_{2n}+1\ge0$ on the whole line, `hsum` rewrites $\mu_{2n}+\mu_0$ as one sum, and `hgrow` bounds the chosen term.

In `chebMoment_bounded_iff`, the forward direction assumes a bound $C$ and a level outside the window. `pow_unbounded_of_one_lt` then supplies an $n$ with $(2e_k^2-1)^n>(C+\mu_0)/w_k$, which contradicts the lower bound. The division by $w_k$ is where strict positivity enters. The reverse direction takes $C=\mu_0$.

`rescaled_bounded_iff` clears the denominator $a>0$ in the two inequalities for each level. `odd_moments_insufficient` uses `chebT_neg` for the odd moments and the criterion for the unboundedness.

## Picking one term out of a sum

The step from the whole spectrum to one level is made by Mathlib's `Finset.single_le_sum`: if every term of a finite sum is nonnegative, each single term is at most the sum. Lean asks for the proof of nonnegativity as an argument, here `fun j _ => mul_nonneg (hw j) (hT (e j))`, and the summand is named explicitly through `(f := ...)`.

This requirement accounts for the added $\mu_0$. The terms $w_jT_{2n}(e_j)$ of $\mu_{2n}$ can be negative for levels inside the window, so the lemma does not apply to them directly. Adding $\mu_0$ raises each term by $w_j$, which is just enough, and costs only a constant independent of $n$.

For simulation practice, the result ties the unbounded growth of exact moments of a finite, positively weighted spectrum to a single cause, a level outside the chosen energy window.
